# The signed sum of traces over all orderings of 2k complex matrices is zero for k ≥ 1

Without a rule for even products, the fully antisymmetrized trace of four matrices looks like a quantity that has to be evaluated. There are 24 orderings, each with a sign, and if my sum comes out nonzero, I can't tell a real contribution from a sign error. The case of three matrices is no help, because there the Pauli matrices do give a nonzero answer.

For two matrices I know that $\operatorname{tr}([A,B])=0$. I believe that this generalizes: for $k\ge 1$ and complex square matrices $A_0,\dots,A_{2k-1}$ of equal size,

$$\sum_s \operatorname{sign}(s)\,\operatorname{tr}\bigl(A_{s(0)}A_{s(1)}\cdots A_{s(2k-1)}\bigr)=0,$$

where $s$ runs over all permutations of the $2k$ labels. Can this be made rigorous and machine-checked, and what exactly does it use about the trace?

## Moving one factor around an even product flips the sign

The claim is true, and it uses only that the trace is linear and cyclic. So let $\tau$ be any linear functional on a complex algebra with $\tau(ab)=\tau(ba)$ for all $a,b$. Take $n+1$ elements $A_0,\dots,A_n$ of the algebra. For a permutation $s$ of $\{0,\dots,n\}$ write

$$P(s)=A_{s(0)}A_{s(1)}\cdots A_{s(n)},\qquad S=\sum_s\operatorname{sign}(s)\,\tau(P(s)).$$

Let $c$ be the cyclic shift, with $c(i)=i+1$ for $i<n$ and $c(n)=0$. Splitting off the first factor of $P(s)$ and moving it to the end gives

$$\tau(P(s))=\tau\bigl(A_{s(0)}\cdot A_{s(1)}\cdots A_{s(n)}\bigr)=\tau\bigl(A_{s(1)}\cdots A_{s(n)}\cdot A_{s(0)}\bigr)=\tau(P(sc)),$$

where $sc$ means "first $c$, then $s$".

The shift carries one factor past $n$ others, which takes $n$ exchanges of neighbours, so $\operatorname{sign}(c)=(-1)^n$. As $s$ runs over all permutations, so does $sc$. Therefore

$$S=\sum_s\operatorname{sign}(sc)\,\tau(P(sc))=(-1)^n\sum_s\operatorname{sign}(s)\,\tau(P(s))=(-1)^nS.$$

For $2k$ factors, $n=2k-1$ is odd. Then $S=-S$, and hence $S=0$.

For four matrices the cancellation can be seen directly. The 24 terms fall into six groups of four, each made of the cyclic rearrangements of one product. One group is

$$\operatorname{tr}(A_0A_1A_2A_3)-\operatorname{tr}(A_1A_2A_3A_0)+\operatorname{tr}(A_2A_3A_0A_1)-\operatorname{tr}(A_3A_0A_1A_2)=0.$$

There is also a converse. For two factors, the antisymmetrized product is $ab-ba$. If a linear functional vanishes on all antisymmetrized products of positive even length, it vanishes in particular on $ab-ba$, which says that $\tau(ab)=\tau(ba)$. Cyclicity is therefore exactly the property needed for the rule to hold at every positive even length. At one fixed length it may not be needed: the antisymmetrized product of four $2\times2$ matrices is itself zero, so every linear functional vanishes on it.

## Three Pauli matrices give 12i

With an odd number of factors the shift is an even permutation, and the argument yields only $S=S$. For three factors the antisymmetrized product is

$$ABC+BCA+CAB-ACB-BAC-CBA.$$

The three positive terms have equal traces, and so do the three negative ones. The trace of the whole is thus

$$3\operatorname{tr}(ABC)-3\operatorname{tr}(BAC)=3\operatorname{tr}([A,B]C).$$

For the Pauli matrices, $[\sigma_x,\sigma_y]\sigma_z=2i\,\sigma_z^2=2i\,\mathbb 1$. This has trace $4i$, so the antisymmetrized trace is $12i$. If antisymmetrization is defined with the prefactor $1/3!$, the value is $2i$. Either way it is nonzero, so the claim does not carry over to three matrices.

## The smallest case is the commutator, and the empty product is excluded

For $k=1$ there are two permutations, the identity and the exchange, and the sum is $\operatorname{tr}(A_0A_1)-\operatorname{tr}(A_1A_0)=0$. This is the familiar trace of a commutator.

For $k=0$ there are no factors and just one permutation. The empty product is the identity matrix, and its trace is the dimension $d$ of the matrices. The sum is then $d$, which is why the condition $k\ge1$ is there. The shift argument has no first factor to move in this case.

## The Lean file

The file contains the general cyclic argument, the matrix theorem, the converse and the three-factor example.

```lean
import Mathlib

open Matrix

namespace AntisymmetrizedTrace

/-- The product of the operators `A 0, A 1, ..., A (n-1)` in this order. -/
def orderedProd {R : Type*} [Ring R] {n : ℕ} (A : Fin n → R) : R :=
  (List.ofFn A).prod

/-- The antisymmetrized product: the sum of the products in all orders, each weighted with
the sign of the permutation. -/
def antisymProd {R : Type*} [Ring R] {n : ℕ} (A : Fin n → R) : R :=
  ∑ s : Equiv.Perm (Fin n),
    ((Equiv.Perm.sign s : ℤˣ) : ℤ) • orderedProd (fun i => A (s i))

/-- A cyclic linear functional does not change when the first factor of an ordered product
is moved to the end. -/
theorem cyclic_shift {R : Type*} [Ring R] [Algebra ℂ R] (τ : R →ₗ[ℂ] ℂ)
    (hτ : ∀ a b, τ (a * b) = τ (b * a)) {n : ℕ} (A : Fin (n + 1) → R) :
    τ (orderedProd (fun i => A (finRotate (n + 1) i))) = τ (orderedProd A) := by
  have hc : ∀ i : Fin n, finRotate (n + 1) i.castSucc = i.succ := by
    intro i
    ext
    rw [coe_finRotate_of_ne_last (Fin.castSucc_lt_last i).ne]
    simp
  -- split off the last factor on the left and the first factor on the right
  have h1 : orderedProd (fun i => A (finRotate (n + 1) i))
      = orderedProd (fun i : Fin n => A i.succ) * A 0 := by
    unfold orderedProd
    rw [List.ofFn_succ', List.concat_eq_append, List.prod_append, List.prod_singleton]
    simp only [hc, finRotate_last]
  have h2 : orderedProd A = A 0 * orderedProd (fun i : Fin n => A i.succ) := by
    unfold orderedProd
    rw [List.ofFn_succ, List.prod_cons]
  rw [h1, h2, hτ]

/-- A cyclic linear functional vanishes on the antisymmetrized product of `n + 1` operators
when `n` is odd. -/
theorem cyclic_antisymProd_eq_zero {R : Type*} [Ring R] [Algebra ℂ R] (τ : R →ₗ[ℂ] ℂ)
    (hτ : ∀ a b, τ (a * b) = τ (b * a)) {n : ℕ} (hn : Odd n) (A : Fin (n + 1) → R) :
    τ (antisymProd A) = 0 := by
  have h : τ (antisymProd A) = -τ (antisymProd A) := by
    have e : τ (antisymProd A) = ∑ s : Equiv.Perm (Fin (n + 1)),
        ((Equiv.Perm.sign s : ℤˣ) : ℤ) • τ (orderedProd (fun i => A (s i))) := by
      simp only [antisymProd, map_sum, map_zsmul]
    rw [e, ← Finset.sum_neg_distrib]
    -- compose every permutation with the cyclic shift, which is odd
    refine (Equiv.sum_comp (Equiv.mulRight (finRotate (n + 1))) _).symm.trans ?_
    refine Finset.sum_congr rfl fun s _ => ?_
    have hc := cyclic_shift τ hτ (fun i => A (s i))
    have hs : ((Equiv.Perm.sign (s * finRotate (n + 1)) : ℤˣ) : ℤ)
        = -((Equiv.Perm.sign s : ℤˣ) : ℤ) := by
      rw [Equiv.Perm.sign_mul, sign_finRotate, Nat.add_sub_cancel, hn.neg_one_pow]
      simp
    simp only [Equiv.coe_mulRight, hs, Equiv.Perm.mul_apply, hc, neg_smul]
  linear_combination h / 2

/-- For a positive even number of complex square matrices, the signed sum over all orderings
of the trace of their product is zero. -/
theorem trace_antisymmetrized_even {m : Type*} [Fintype m] [DecidableEq m] {k : ℕ}
    (hk : 1 ≤ k) (A : Fin (2 * k) → Matrix m m ℂ) :
    ∑ s : Equiv.Perm (Fin (2 * k)), (((Equiv.Perm.sign s : ℤˣ) : ℤ) : ℂ) *
      trace (List.ofFn (fun i => A (s i))).prod = 0 := by
  obtain ⟨j, rfl⟩ : ∃ j, k = j + 1 := ⟨k - 1, by omega⟩
  have h := cyclic_antisymProd_eq_zero (traceLinearMap m ℂ ℂ)
    (fun a b => trace_mul_comm a b) (n := 2 * j + 1) ⟨j, rfl⟩ A
  simp only [antisymProd, map_sum, map_zsmul] at h
  simp only [zsmul_eq_mul, traceLinearMap_apply] at h
  exact h

/-- The antisymmetrized product of two operators is their commutator. -/
theorem antisymProd_pair {R : Type*} [Ring R] (a b : R) :
    antisymProd ![a, b] = a * b - b * a := by
  have h : (Finset.univ : Finset (Equiv.Perm (Fin 2))) = {1, Equiv.swap 0 1} := by decide
  unfold antisymProd
  rw [h, Finset.sum_pair (by decide)]
  simp [orderedProd, List.ofFn_succ, sub_eq_add_neg]

/-- A linear functional is cyclic exactly when it vanishes on the antisymmetrized products
of every positive even number of operators. -/
theorem cyclic_iff_antisymProd_even {R : Type*} [Ring R] [Algebra ℂ R] (τ : R →ₗ[ℂ] ℂ) :
    (∀ a b, τ (a * b) = τ (b * a)) ↔
      ∀ k : ℕ, 1 ≤ k → ∀ A : Fin (2 * k) → R, τ (antisymProd A) = 0 := by
  constructor
  · intro hτ k hk A
    obtain ⟨j, rfl⟩ : ∃ j, k = j + 1 := ⟨k - 1, by omega⟩
    exact cyclic_antisymProd_eq_zero τ hτ (n := 2 * j + 1) ⟨j, rfl⟩ A
  · intro h a b
    -- two factors already suffice
    have h2 : τ (antisymProd ![a, b]) = 0 := h 1 le_rfl ![a, b]
    rw [antisymProd_pair, map_sub] at h2
    exact sub_eq_zero.mp h2

/-- The antisymmetrized product of three operators, written out. -/
theorem antisymProd_triple {R : Type*} [Ring R] (a b c : R) :
    antisymProd ![a, b, c] =
      a * b * c + b * c * a + c * a * b - a * c * b - b * a * c - c * b * a := by
  have h : (Finset.univ : Finset (Equiv.Perm (Fin 3))) =
      {1, Equiv.swap 0 1, Equiv.swap 0 2, Equiv.swap 1 2,
        Equiv.swap 0 1 * Equiv.swap 1 2, Equiv.swap 1 2 * Equiv.swap 0 1} := by decide
  unfold antisymProd
  rw [h, Finset.sum_insert (by decide), Finset.sum_insert (by decide),
    Finset.sum_insert (by decide), Finset.sum_insert (by decide),
    Finset.sum_pair (by decide)]
  simp [orderedProd, List.ofFn_succ, Equiv.swap_apply_def, Equiv.Perm.sign_mul]
  noncomm_ring

/-- The trace of the antisymmetrized product of three matrices is three times the trace of
the commutator of the first two multiplied by the third. -/
theorem trace_antisymProd_triple {m : Type*} [Fintype m] [DecidableEq m]
    (A B C : Matrix m m ℂ) :
    trace (antisymProd ![A, B, C]) = 3 * trace ((A * B - B * A) * C) := by
  rw [antisymProd_triple]
  simp only [sub_mul, trace_add, trace_sub]
  linear_combination trace_mul_cycle B C A - trace_mul_cycle A B C
    - trace_mul_cycle A C B + trace_mul_cycle B A C

/-- The Pauli matrix `σx`. -/
def pauliX : Matrix (Fin 2) (Fin 2) ℂ := !![0, 1; 1, 0]

/-- The Pauli matrix `σy`. -/
def pauliY : Matrix (Fin 2) (Fin 2) ℂ := !![0, -Complex.I; Complex.I, 0]

/-- The Pauli matrix `σz`. -/
def pauliZ : Matrix (Fin 2) (Fin 2) ℂ := !![1, 0; 0, -1]

/-- The antisymmetrized product of the three Pauli matrices has trace `12 i`. -/
theorem trace_antisymProd_pauli :
    trace (antisymProd ![pauliX, pauliY, pauliZ]) = 12 * Complex.I := by
  have h : (pauliX * pauliY - pauliY * pauliX) * pauliZ
      = !![2 * Complex.I, 0; 0, 2 * Complex.I] := by
    ext i j
    fin_cases i <;> fin_cases j <;>
      simp [pauliX, pauliY, pauliZ, Matrix.mul_apply, Fin.sum_univ_succ] <;> ring
  rw [trace_antisymProd_triple, h, trace_fin_two_of]
  ring

end AntisymmetrizedTrace
```

```lean
#print axioms AntisymmetrizedTrace.trace_antisymmetrized_even
#print axioms AntisymmetrizedTrace.cyclic_iff_antisymProd_even
#print axioms AntisymmetrizedTrace.trace_antisymProd_pauli
```

```
'AntisymmetrizedTrace.trace_antisymmetrized_even' depends on axioms: [propext, Classical.choice, Quot.sound]
'AntisymmetrizedTrace.cyclic_iff_antisymProd_even' depends on axioms: [propext, Classical.choice, Quot.sound]
'AntisymmetrizedTrace.trace_antisymProd_pauli' depends on axioms: [propext, Classical.choice, Quot.sound]
```

## What the theorems say in words

The matrix theorem is `trace_antisymmetrized_even`. Its objects correspond to the physics as follows.

- `Matrix m m ℂ` is the type of complex square matrices with rows and columns labelled by a finite set `m`. The labels may be basis states, orbitals or bands. The matrices need not be Hermitian, invertible or different from one another.
- `A : Fin (2 * k) → Matrix m m ℂ` is the list of $2k$ matrices, with labels that start at 0.
- `Equiv.Perm (Fin (2 * k))` is the set of all permutations of these labels. The sign is $\pm1$, and it is converted to a complex number before it multiplies the trace.
- `(List.ofFn (fun i => A (s i))).prod` is the product $A_{s(0)}A_{s(1)}\cdots A_{s(2k-1)}$, from left to right.
- `hk : 1 ≤ k` excludes the empty product.

The statement spells out the signed sum of traces, so it can be read without the file's own definitions. The other theorems use two abbreviations: `orderedProd` for a product in the given order, and `antisymProd` for the signed sum of such products. Neither contains a prefactor of one over the number of orderings. Including one would not affect any statement that the result is zero, but it would rescale the value $12i$.

The general version, `cyclic_antisymProd_eq_zero`, replaces matrices by a ring `R` with a unit that is also a complex algebra, and the trace by a linear map `τ : R →ₗ[ℂ] ℂ`. Its hypothesis `hτ` is cyclicity, $\tau(ab)=\tau(ba)$. Physically, this says that the functional cannot tell which of two operators acts first. An expectation value in a given state generally lacks this property. For matrices, cyclicity is not an extra assumption, because it is a known fact about the trace. The number of factors is written as `n + 1` with `n` odd.

The theorem `cyclic_iff_antisymProd_even` states the equivalence between cyclicity and vanishing on every antisymmetrized product of positive even length.

Two limits should be kept in mind. The theorem says that the trace vanishes, but the antisymmetrized operator itself need not: $[\sigma_x,\sigma_y]=2i\sigma_z$ is traceless but not zero. Moreover, the matrix theorem concerns finite matrices. The general version requires $\tau$ to be defined on the whole algebra, which the trace on all bounded operators of an infinite-dimensional Hilbert space is not.

In electronic structure, the components of the Berry connection $\mathcal A$ for a finite set of bands are complex square matrices at each point of parameter space. There the identity removes the term $\operatorname{tr}(\mathcal A\wedge\mathcal A\wedge\mathcal A\wedge\mathcal A)$ from $\operatorname{tr}(\mathcal F\wedge\mathcal F)$, where $\mathcal F$ is the matrix-valued Berry curvature, that is, $d\mathcal A$ plus a convention-dependent multiple of $\mathcal A\wedge\mathcal A$; this application is an interpretation, as the file contains no differential forms.

## How the proof follows the shift argument

**One shift.** The lemma `cyclic_shift` proves $\tau(P(sc))=\tau(P(s))$ for a single ordered product. Lean's `finRotate (n + 1)` is the permutation $c$. The auxiliary statement `hc` records that $c$ sends each position before the last to the next one. Then `h1` writes the shifted product as $(A_1\cdots A_n)A_0$, and `h2` writes the original as $A_0(A_1\cdots A_n)$. The last line of the proof applies cyclicity to these two blocks. For a single factor the block $A_1\cdots A_n$ is the identity, and the lemma still holds.

**The sum.** In `cyclic_antisymProd_eq_zero`, the statement `e` uses linearity to bring $\tau$ inside the signed sum. The step with `Equiv.sum_comp` and `Equiv.mulRight` replaces $s$ by $sc$ throughout the sum. After that, the two sides are compared term by term. The statement `hs` says that $\operatorname{sign}(sc)=-\operatorname{sign}(s)$, and this is where the oddness of `n` enters. The statement `hc` is `cyclic_shift` applied to the factors already permuted by $s$. Together they give $S=-S$, and `linear_combination h / 2` concludes that $S=0$.

**Matrices.** The proof of `trace_antisymmetrized_even` writes $k=j+1$, so that $2k=n+1$ with $n=2j+1$. It then applies the general theorem to `traceLinearMap`, the trace regarded as a linear map, with `trace_mul_comm` supplying cyclicity. The remaining lines unfold `antisymProd` into the explicit sum.

**The converse.** The lemma `antisymProd_pair` lists the two permutations of two labels and obtains $ab-ba$. In `cyclic_iff_antisymProd_even`, one direction is the general theorem. The other sets $k=1$, inserts this commutator and reads off $\tau(ab)=\tau(ba)$.

**Three factors.** The lemma `antisymProd_triple` lists the six permutations and collects their products without assuming that the factors commute. In `trace_antisymProd_triple`, the tactic `linear_combination` combines four instances of the cyclic rule `trace_mul_cycle`, which identify the traces within the positive group and within the negative group. Finally, `trace_antisymProd_pauli` computes $[\sigma_x,\sigma_y]\sigma_z$ entry by entry, finds $2i$ on the diagonal and zero elsewhere, and inserts the trace $4i$ into the three-factor formula to obtain $12i$.
